# Galerkin coarsening of the one-dimensional Dirichlet Laplacian gives the rediscretized Laplacian

Between two large parallel grounded plates, with a charge density that varies only across the gap, the electrostatic potential obeys a one-dimensional Poisson equation, edge effects aside. On a fine grid, Gauss–Seidel relaxation damps the jagged part of the error quickly and the smooth part slowly. Multigrid therefore treats the smooth part on a grid with twice the spacing, and this needs a coarse operator. One can discretize the equation again there, or compress the fine matrix \(A\) to \(\tfrac12P^{T}AP\), where \(P\) is linear interpolation from the coarse grid to the fine one. For the constant-coefficient Laplacian with zero boundary values, discretized by second differences, the two give the same matrix.

In Lean 4 with Mathlib:

```lean
import Mathlib

open Matrix

namespace MultigridGalerkin

noncomputable section
```

In what follows, `Fin n` is the index set \(0,\dots,n-1\), so sites are counted from zero. A `Matrix (Fin n) (Fin n) ℝ` is a real \(n\times n\) matrix, `•` multiplies by a number and `ᵀ` transposes.

## The grids and their operators

```lean
/-- The second-difference matrix tridiag(-1, 2, -1) on `n` interior sites with Dirichlet ends. -/
def stencil (n : ℕ) : Matrix (Fin n) (Fin n) ℝ :=
  Matrix.of fun i j =>
    if (i : ℕ) = (j : ℕ) then 2
    else if (i : ℕ) + 1 = (j : ℕ) ∨ (j : ℕ) + 1 = (i : ℕ) then -1 else 0
```

This is \(S_n=\mathrm{tridiag}(-1,2,-1)\), without any spacing. The boundary points carry the value zero and are not among the \(n\) sites.

```lean
/-- `A` is the discrete Dirichlet Laplacian (with positive sign) for grid spacing `h`:
`h² A` is the second-difference matrix. -/
def IsDirichletLaplacian {n : ℕ} (h : ℝ) (A : Matrix (Fin n) (Fin n) ℝ) : Prop :=
  h ^ 2 • A = stencil n
```

`IsDirichletLaplacian h A` is a statement about \(A\), namely \(h^2A=S_n\). The sign is that of \(-d^2/dx^2\). How well the matrix equation approximates the differential equation is a separate question, which these definitions leave open.

```lean
/-- Linear interpolation from `n` coarse to `2n+1` fine sites. Counting from zero, coarse site `j`
is fine site `2j+1`; its value enters there with weight 1 and at both neighbours with weight 1/2. -/
def interp (n : ℕ) : Matrix (Fin (2 * n + 1)) (Fin n) ℝ :=
  Matrix.of fun k j =>
    if (k : ℕ) = 2 * (j : ℕ) + 1 then 1
    else if (k : ℕ) = 2 * (j : ℕ) ∨ (k : ℕ) = 2 * (j : ℕ) + 2 then 1 / 2 else 0
```

Coarse site \(j\) is fine site \(2j+1\). Column \(j\) of \(P\) is a hat function with values \(\tfrac12,1,\tfrac12\) at fine sites \(2j,2j+1,2j+2\). The factor \(\tfrac12\) in \(\tfrac12P^{T}\) turns these into the averaging weights \(\tfrac14,\tfrac12,\tfrac14\), which sum to one.

```lean
/-- For nonzero spacing, the discrete Dirichlet Laplacian is tridiag(-1, 2, -1) / h². -/
theorem isDirichletLaplacian_iff {n : ℕ} {h : ℝ} (hh : h ≠ 0) (A : Matrix (Fin n) (Fin n) ℝ) :
    IsDirichletLaplacian h A ↔ A = (1 / h ^ 2) • stencil n := by
  unfold IsDirichletLaplacian
  constructor
  · intro hA
    rw [← hA, smul_smul, one_div, inv_mul_cancel₀ (pow_ne_zero 2 hh), one_smul]
  · rintro rfl
    rw [smul_smul, mul_one_div_cancel (pow_ne_zero 2 hh), one_smul]
```

For \(h\neq0\), the relation is the usual formula \(A=S_n/h^2\). The proof multiplies by \(1/h^2\) in one direction and by \(h^2\) in the other.

## Second differences of an interpolated function

```lean
/-- The transpose of interpolation gathers a fine-grid function around coarse site `j` with
weights 1/2, 1, 1/2. -/
theorem sum_mul_interp {n : ℕ} (f : Fin (2 * n + 1) → ℝ) (j : Fin n) :
    ∑ k, f k * interp n k j =
      f ⟨2 * (j : ℕ), by have := j.isLt; omega⟩ / 2
        + f ⟨2 * (j : ℕ) + 1, by have := j.isLt; omega⟩
        + f ⟨2 * (j : ℕ) + 2, by have := j.isLt; omega⟩ / 2 := by
  have key : ∀ k : Fin (2 * n + 1), f k * interp n k j =
      (if k = ⟨2 * (j : ℕ), by have := j.isLt; omega⟩ then f k / 2 else 0)
        + (if k = ⟨2 * (j : ℕ) + 1, by have := j.isLt; omega⟩ then f k else 0)
        + (if k = ⟨2 * (j : ℕ) + 2, by have := j.isLt; omega⟩ then f k / 2 else 0) := by
    intro k
    simp only [interp, Matrix.of_apply, Fin.ext_iff]
    split_ifs <;> first | (exfalso; omega) | ring
  simp only [key, Finset.sum_add_distrib, Finset.sum_ite_eq', Finset.mem_univ, ↓reduceIte]
```

For any fine-grid function \(f\),
\[
\sum_k f_kP_{kj}=\tfrac12f_{2j}+f_{2j+1}+\tfrac12f_{2j+2}.
\]
The step `key` writes each summand as three terms, each present at one site only. `split_ifs` goes through the cases, `omega` rules out contradictory indices and `ring` does the algebra. Summing over \(k\) then picks out the three values.

```lean
/-- The second difference of an interpolated function vanishes at the fine sites that are not
coarse sites. -/
theorem stencil_interp_between {n : ℕ} (k : Fin (2 * n + 1)) (j : Fin n) (hk : Even (k : ℕ)) :
    (stencil (2 * n + 1) * interp n) k j = 0 := by
  obtain ⟨m, hm⟩ := hk
  rw [Matrix.mul_apply]
  refine (sum_mul_interp (fun l => stencil (2 * n + 1) k l) j).trans ?_
  simp only [stencil, Matrix.of_apply]
  split_ifs <;> first | (exfalso; omega) | norm_num
```

Put row \(k\) of \(S=S_{2n+1}\) in place of \(f\):
\[
(SP)_{kj}=\tfrac12S_{k,2j}+S_{k,2j+1}+\tfrac12S_{k,2j+2}.
\]
Let \(k\) be even. For \(k=2j\) this is \(1-1+0=0\), for \(k=2j+2\) it is \(0-1+1=0\), and for other even \(k\) every term vanishes. An interpolated function is linear across these sites, including the two next to the boundary. The proof runs through the same cases.

```lean
/-- At a coarse site, the fine second difference of an interpolated function is half the coarse
second difference. -/
theorem stencil_interp_coarse {n : ℕ} (i j : Fin n) :
    (stencil (2 * n + 1) * interp n) ⟨2 * (i : ℕ) + 1, by have := i.isLt; omega⟩ j
      = 1 / 2 * stencil n i j := by
  rw [Matrix.mul_apply]
  refine (sum_mul_interp (fun l => stencil (2 * n + 1) _ l) j).trans ?_
  simp only [stencil, Matrix.of_apply]
  split_ifs <;> first | (exfalso; omega) | norm_num
```

At the coarse site \(k=2i+1\), the same formula gives \(-\tfrac12+2-\tfrac12=1\) for \(i=j\), \(-\tfrac12\) for \(i=j\pm1\), and zero otherwise. Hence \((SP)_{2i+1,j}=\tfrac12(S_n)_{ij}\).

## The coarse operator

```lean
/-- Galerkin coarsening turns a Dirichlet Laplacian with spacing `h` into one with
spacing `2h`. -/
theorem IsDirichletLaplacian.coarsen {n : ℕ} {h : ℝ}
    {A : Matrix (Fin (2 * n + 1)) (Fin (2 * n + 1)) ℝ} (hA : IsDirichletLaplacian h A) :
    IsDirichletLaplacian (2 * h) ((1 / 2 : ℝ) • ((interp n)ᵀ * A * interp n)) := by
  -- the identity without spacings: only the coarse sites contribute
  have hS : (interp n)ᵀ * (stencil (2 * n + 1) * interp n) = (1 / 2 : ℝ) • stencil n := by
    ext i j
    have hsum : ∑ k, (interp n)ᵀ i k * (stencil (2 * n + 1) * interp n) k j
        = ∑ k, (stencil (2 * n + 1) * interp n) k j * interp n k i :=
      Finset.sum_congr rfl fun k _ => by rw [Matrix.transpose_apply, mul_comm]
    rw [Matrix.mul_apply, Matrix.smul_apply, smul_eq_mul]
    refine hsum.trans
      ((sum_mul_interp (fun k => (stencil (2 * n + 1) * interp n) k j) i).trans ?_)
    have h0 := stencil_interp_between ⟨2 * (i : ℕ), by have := i.isLt; omega⟩ j
      (even_two_mul _)
    have h2 := stencil_interp_between ⟨2 * (i : ℕ) + 2, by have := i.isLt; omega⟩ j
      ⟨(i : ℕ) + 1, by change 2 * (i : ℕ) + 2 = _; omega⟩
    simp only [h0, stencil_interp_coarse i j, h2]
    ring
  unfold IsDirichletLaplacian at hA ⊢
  -- restore the spacings
  have hscale : (2 * h) ^ 2 • ((1 / 2 : ℝ) • ((interp n)ᵀ * A * interp n))
      = (2 : ℝ) • ((interp n)ᵀ * ((h ^ 2 • A) * interp n)) := by
    simp only [Matrix.smul_mul, Matrix.mul_smul, smul_smul, Matrix.mul_assoc]
    congr 1
    ring
  rw [hscale, hA, hS, smul_smul]
  norm_num
```

The brackets before the conclusion list the variables and assumptions; here `hA` says that \(A\) is the Laplacian with spacing \(h\). The step `hS` gathers \(SP\) around coarse site \(i\):
\[
(P^{T}SP)_{ij}=\tfrac12\cdot0+\tfrac12(S_n)_{ij}+\tfrac12\cdot0 .
\]
The step `hscale` restores the spacings, and together they give
\[
(2h)^2\,\tfrac12P^{T}AP=2P^{T}(h^2A)P=2P^{T}SP=S_n .
\]

```lean
/-- The Galerkin coarse operator `(1/2) Pᵀ A P` of the Dirichlet Laplacian with spacing `h` is the
Laplacian rediscretized on the coarse grid with spacing `2h`. -/
theorem galerkin_eq_rediscretized {n : ℕ} {h : ℝ}
    {A : Matrix (Fin (2 * n + 1)) (Fin (2 * n + 1)) ℝ} {Ac : Matrix (Fin n) (Fin n) ℝ}
    (hA : IsDirichletLaplacian h A) (hAc : IsDirichletLaplacian (2 * h) Ac) :
    (1 / 2 : ℝ) • ((interp n)ᵀ * A * interp n) = Ac := by
  -- the fine grid has at least one site, so its spacing cannot vanish
  have hh : h ≠ 0 := by
    rintro rfl
    unfold IsDirichletLaplacian at hA
    have h00 := congrFun (congrFun hA 0) 0
    simp [stencil] at h00
  have h2 : 2 * h ≠ 0 := mul_ne_zero two_ne_zero hh
  exact ((isDirichletLaplacian_iff h2 _).1 hA.coarsen).trans
    ((isDirichletLaplacian_iff h2 _).1 hAc).symm
```

If \(A\) is the Laplacian with spacing \(h\) on \(2n+1\) sites and \(A_c\) the one with spacing \(2h\) on \(n\) sites, then
\[
\tfrac12P^{T}AP=A_c .
\]
By the previous theorem, both sides become \(S_n\) when multiplied by \((2h)^2\), so they agree once \(h\neq0\). That need not be assumed: the fine grid has at least one site, and \(h=0\) would turn the first diagonal entry of \(h^2A=S\) into \(0=2\).

In real-space electronic structure codes, Poisson solvers for the Hartree potential often use multigrid, but in three dimensions and commonly with higher-order stencils. The identity proved here is for the three-point stencil in one dimension. It does not carry over to the seven-point Laplacian in three dimensions with trilinear interpolation and a factor \(\tfrac12\) per direction: there the compressed matrix has diagonal entries \(\tfrac{27}{32h^2}\), the rediscretized one \(\tfrac{3}{2h^2}\).

The assumption on \(A\) matters. Take \(n=1\), \(h\neq0\) and add a constant \(v\neq0\) to the diagonal of the Laplacian, so that \(A=S_3/h^2+v\mathbf 1\), with \(\mathbf 1\) the unit matrix. Since \(P^{T}P=\tfrac14+1+\tfrac14=\tfrac32\), the compressed operator is \(\tfrac1{2h^2}+\tfrac34v\). This is neither the coarse Laplacian \(\tfrac1{2h^2}\) nor the rediscretized operator \(\tfrac1{2h^2}+v\).

## Many levels

```lean
/-- Number of sites after `k` refinements of a grid with `n` interior sites. -/
def sites (n : ℕ) : ℕ → ℕ
  | 0 => n
  | k + 1 => 2 * sites n k + 1
```

The site numbers are \(N_0=n\) and \(N_{k+1}=2N_k+1\). Here \(k\) counts refinements.

```lean
/-- Interpolation through `k` successive refinements, starting from `n` sites. -/
def multiInterp (n : ℕ) : (k : ℕ) → Matrix (Fin (sites n k)) (Fin n) ℝ
  | 0 => (1 : Matrix (Fin n) (Fin n) ℝ)
  | k + 1 => interp (sites n k) * multiInterp n k
```

The interpolations are multiplied together: \(Q_0=\mathbf 1\) and \(Q_{k+1}=P\,Q_k\), where \(P\) leads from \(N_k\) to \(N_{k+1}\) sites.

```lean
/-- Galerkin coarsening of the Dirichlet Laplacian with spacing `h` through `k` levels, with a
factor 1/2 per level, gives the Dirichlet Laplacian with spacing `2^k h`. -/
theorem galerkin_hierarchy (n k : ℕ) (h : ℝ) (A : Matrix (Fin (sites n k)) (Fin (sites n k)) ℝ)
    (hA : IsDirichletLaplacian h A) :
    IsDirichletLaplacian (2 ^ k * h)
      ((1 / 2 : ℝ) ^ k • ((multiInterp n k)ᵀ * A * multiInterp n k)) := by
  induction k generalizing h with
  | zero =>
    have aux : ∀ B : Matrix (Fin n) (Fin n) ℝ, IsDirichletLaplacian h B →
        IsDirichletLaplacian (2 ^ 0 * h)
          ((1 / 2 : ℝ) ^ 0 • ((1 : Matrix (Fin n) (Fin n) ℝ)ᵀ * B * 1)) := by
      intro B hB
      simpa using hB
    exact aux A hA
  | succ k ih =>
    have aux : ∀ B : Matrix (Fin (2 * sites n k + 1)) (Fin (2 * sites n k + 1)) ℝ,
        IsDirichletLaplacian h B → IsDirichletLaplacian (2 ^ (k + 1) * h)
          ((1 / 2 : ℝ) ^ (k + 1) • ((interp (sites n k) * multiInterp n k)ᵀ * B
            * (interp (sites n k) * multiInterp n k))) := by
      intro B hB
      -- coarsen once, then use the remaining `k` levels
      have hk := ih _ _ hB.coarsen
      have hs : (2 : ℝ) ^ (k + 1) * h = 2 ^ k * (2 * h) := by ring
      rw [hs]
      simpa only [Matrix.transpose_mul, Matrix.mul_smul, Matrix.smul_mul, smul_smul,
        Matrix.mul_assoc, pow_succ] using hk
    exact aux A hA
```

If \(A\) has spacing \(h\) on the finest grid, then \(2^{-k}Q_k^{T}AQ_k\) is the Laplacian with spacing \(2^kh\) on the original \(n\) sites. The proof is by induction on \(k\). For \(k=0\) nothing changes. For the next level,
\[
2^{-(k+1)}Q_{k+1}^{T}AQ_{k+1}=2^{-k}Q_k^{T}\bigl(\tfrac12P^{T}AP\bigr)Q_k .
\]
The bracket is a Laplacian with spacing \(2h\), so the induction hypothesis gives spacing \(2^k\cdot2h\). This is why the induction is `generalizing h`.

## Correcting the error on the coarse grid

```lean
/-- The error propagator `1 - P B (1/2)Pᵀ A` of a coarse-grid correction with coarse solver `B`. -/
def coarseCorrection {n : ℕ} (A : Matrix (Fin (2 * n + 1)) (Fin (2 * n + 1)) ℝ)
    (B : Matrix (Fin n) (Fin n) ℝ) : Matrix (Fin (2 * n + 1)) (Fin (2 * n + 1)) ℝ :=
  1 - interp n * B * ((1 / 2 : ℝ) • (interp n)ᵀ) * A
```

An error \(e\) produces the residual \(Ae\), up to sign. Restricting it with \(\tfrac12P^{T}\), solving with \(B\), interpolating and subtracting leaves the error \(Ee\), where
\[
E=\mathbf 1-PB\,\tfrac12P^{T}A .
\]

```lean
/-- Let `A` be the Dirichlet Laplacian with spacing `h`. If `B` inverts the coarse Laplacian
rediscretized with spacing `2h`, the coarse-grid correction removes every interpolated error, and
applying it twice is the same as applying it once. -/
theorem coarseCorrection_projection {n : ℕ} {h : ℝ}
    {A : Matrix (Fin (2 * n + 1)) (Fin (2 * n + 1)) ℝ} {Ac B : Matrix (Fin n) (Fin n) ℝ}
    (hA : IsDirichletLaplacian h A) (hAc : IsDirichletLaplacian (2 * h) Ac) (hB : B * Ac = 1) :
    coarseCorrection A B * interp n = 0 ∧
      coarseCorrection A B * coarseCorrection A B = coarseCorrection A B := by
  have h0 : coarseCorrection A B * interp n = 0 := by
    have h1 : coarseCorrection A B * interp n = interp n
        - interp n * (B * ((1 / 2 : ℝ) • ((interp n)ᵀ * A * interp n))) := by
      simp only [coarseCorrection, Matrix.sub_mul, Matrix.one_mul, Matrix.mul_assoc,
        Matrix.smul_mul, Matrix.mul_smul]
    rw [h1, galerkin_eq_rediscretized hA hAc, hB, Matrix.mul_one, sub_self]
  refine ⟨h0, ?_⟩
  have hE : coarseCorrection A B
      = 1 - interp n * (B * ((1 / 2 : ℝ) • (interp n)ᵀ) * A) := by
    simp only [coarseCorrection, Matrix.mul_assoc]
  calc coarseCorrection A B * coarseCorrection A B
      = coarseCorrection A B * (1 - interp n * (B * ((1 / 2 : ℝ) • (interp n)ᵀ) * A)) := by
        rw [← hE]
    _ = coarseCorrection A B
        - coarseCorrection A B * interp n * (B * ((1 / 2 : ℝ) • (interp n)ᵀ) * A) := by
        rw [Matrix.mul_sub, Matrix.mul_one, Matrix.mul_assoc (coarseCorrection A B) (interp n)]
    _ = coarseCorrection A B := by rw [h0, Matrix.zero_mul, sub_zero]
```

Let \(BA_c=\mathbf 1\), which means an exact coarse solve. Then
\[
EP=P-PB\bigl(\tfrac12P^{T}AP\bigr)=P-PBA_c=0,
\]
so every error of the form \(Pc\), with \(c\) a coarse-grid function, is removed. With \(X=B\,\tfrac12P^{T}A\), we have \(E=\mathbf 1-PX\) and
\[
E^2=E-(EP)X=E .
\]
The steps `h0` and `calc` carry out these two computations. An error outside the range of \(P\) leaves a nonzero remainder \(Ee\), which is left to relaxation; the convergence of relaxation is not treated here.

```lean
/-- Two coarse and five fine sites with fine spacing 1/2: the two Laplacians and the explicit
inverse of the coarse one. -/
theorem coarseCorrection_projection_witness :
    IsDirichletLaplacian (1 / 2) ((4 : ℝ) • stencil (2 * 2 + 1)) ∧
      IsDirichletLaplacian (2 * (1 / 2)) (stencil 2) ∧
      !![2 / 3, 1 / 3; 1 / 3, 2 / 3] * stencil 2 = 1 := by
  refine ⟨?_, ?_, ?_⟩
  · unfold IsDirichletLaplacian
    rw [smul_smul]
    norm_num
  · unfold IsDirichletLaplacian
    norm_num
  · ext i j
    fin_cases i <;> fin_cases j <;>
      norm_num [stencil, Matrix.mul_apply, Fin.sum_univ_succ]

end

end MultigridGalerkin
```

This is a concrete case of the assumptions just used, with \(n=2\) and \(h=\tfrac12\): \(A=4S_5\), \(A_c=S_2\) and
\[
B=\tfrac13\begin{pmatrix}2&1\\1&2\end{pmatrix}.
\]
`fin_cases` splits \(BA_c=\mathbf 1\) into its four entries, and `norm_num` checks each one.

```lean
#print axioms MultigridGalerkin.galerkin_eq_rediscretized
#print axioms MultigridGalerkin.galerkin_hierarchy
#print axioms MultigridGalerkin.coarseCorrection_projection
```

```
'MultigridGalerkin.galerkin_eq_rediscretized' depends on axioms: [propext, Classical.choice, Quot.sound]
'MultigridGalerkin.galerkin_hierarchy' depends on axioms: [propext, Classical.choice, Quot.sound]
'MultigridGalerkin.coarseCorrection_projection' depends on axioms: [propext, Classical.choice, Quot.sound]
```
